# Repeatedly squaring occupations strictly between 0 and 1 drives the electron number of finitely many levels to zero

The lemma concerns a finite set of levels whose occupations are real numbers, with the electron number defined as their sum. If every occupation starts strictly between 0 and 1 and is replaced by its square at each step, the electron number tends to zero as the number of steps grows. No Hamiltonian or interaction enters; the statement is about the occupations alone. The proof first shows by induction that after `j` steps each occupation is its initial value raised to the power `2 ^ j`. It then deduces that each occupation tends to zero, and adds up the finitely many limits.

As first written in Lean, the proof fails:

```lean
import Mathlib

open Filter Topology

namespace SP2FractionalElectronNumber

noncomputable section

/-- The electron number: the sum of the level occupations. -/
def electronNumber {n : ℕ} (x : Fin n → ℝ) : ℝ := ∑ i, x i

variable {n : ℕ} {N : ℝ} {x : Fin n → ℝ}

/-- If all occupations start strictly between 0 and 1 and are squared at every step, the electron
number tends to zero. -/
lemma tendsto_of_squaring {y : ℕ → Fin n → ℝ} (h0 : ∀ i, 0 < y 0 i ∧ y 0 i < 1)
    (hs : ∀ j i, y (j + 1) i = y j i ^ 2) :
    Tendsto (fun j => electronNumber (y j)) atTop (𝓝 0) := by
  have p : ∀ j i, y j i = y 0 i ^ (2 ^ j) := by
    intro j
    induction j with
    | zero => intro i; simp
    | succ j ih => intro i; rw [hs, ih, ← pow_mul, pow_succ (2 : ℕ) j]
  have l : ∀ i, Tendsto (fun j => y j i) atTop (𝓝 0) := by
    intro i
    have h := (tendsto_pow_atTop_nhds_zero_of_lt_one (h0 i).1.le (h0 i).2).comp
      (Nat.tendsto_pow_atTop_atTop_of_one_lt (one_lt_two : (1 : ℕ) < 2))
    exact h.congr fun j => (p j i).symm
  have h := tendsto_finset_sum Finset.univ (fun i _ => l i)
  simpa [electronNumber] using h

end

end SP2FractionalElectronNumber
```

Compiling this gives:

```
Main.lean:27:7: error(lean.unknownIdentifier): Unknown constant `Nat.tendsto_pow_atTop_atTop_of_one_lt`
Main.lean:29:12: warning: `tendsto_finset_sum` has been deprecated: Use `tendsto_finsetSum` instead
```

What went wrong. The error says that Lean knows no constant called `Nat.tendsto_pow_atTop_atTop_of_one_lt`. The argument at that point is sound: powers of a number in the interval from 0 to 1 tend to zero as the exponent grows, and this is composed with the fact that the exponent `2 ^ j` itself tends to infinity. Only the name given for the second fact is wrong.

The repair drops the `Nat.` prefix. The lemma `tendsto_pow_atTop_atTop_of_one_lt` does exist, and it applies to the natural numbers here because the hypothesis passed to it is annotated as `(1 : ℕ) < 2`. It therefore supplies the limit of `2 ^ j` in `ℕ`, which is what the composition needs for its exponents.

The other message is a warning, not an error: `tendsto_finset_sum` is deprecated in favour of `tendsto_finsetSum`. Changing to the new name is mere tidying and plays no part in curing the failure.

The change, after which it compiles:

```diff
@@ -25,7 +25,7 @@
     intro i
     have h := (tendsto_pow_atTop_nhds_zero_of_lt_one (h0 i).1.le (h0 i).2).comp
-      (Nat.tendsto_pow_atTop_atTop_of_one_lt (one_lt_two : (1 : ℕ) < 2))
+      (tendsto_pow_atTop_atTop_of_one_lt (one_lt_two : (1 : ℕ) < 2))
     exact h.congr fun j => (p j i).symm
-  have h := tendsto_finset_sum Finset.univ (fun i _ => l i)
+  have h := tendsto_finsetSum Finset.univ (fun i _ => l i)
   simpa [electronNumber] using h
 
```
